# A bound on the loss of orthogonality in Cholesky QR with a perturbed Gram matrix

Let X be a real m×n matrix whose columns are the vectors I want to orthonormalise, and write ‖v‖² = vᵀv for the squared Euclidean length. Cholesky QR forms the Gram matrix XᵀX, factorises it as RᵀR, and takes Q = XR⁻¹. In practice the factor belongs to a slightly wrong Gram matrix, RᵀR = XᵀX + E. Suppose that ‖Xw‖² ≥ σ²‖w‖² and |wᵀEw| ≤ η‖w‖² for all w, with η < σ². I believe that R is then invertible and that ‖Qv‖² differs from ‖v‖² by at most η‖v‖²/(σ² − η). Can this be derived with every step in view and checked by machine? I would also like to know whether the bound can be improved, and what a second pass gains.

## R is invertible, the bound holds, and it is sharp

All matrices are real and finite, and R and E are n×n. The number σ measures how far the columns of X are from linear dependence: for n ≥ 1, the largest admissible σ is the smallest singular value of X. The matrix E collects whatever separates RᵀR from the true Gram matrix, such as rounding in the inner products and in the factorisation. It is automatically symmetric, being a difference of two symmetric matrices, so for n ≥ 1 the condition on wᵀEw says that its spectral norm is at most η.

Some block eigensolvers in electronic structure orthonormalise sets of trial orbitals in this way. For real coefficient vectors with the Euclidean inner product, the result bounds how far the overlap matrix QᵀQ can be from the identity, provided that XR⁻¹ itself is formed without error.

### From the Gram relation to the defect

Put w on both sides of the Gram relation:

‖Rw‖² = wᵀRᵀRw = wᵀXᵀXw + wᵀEw = ‖Xw‖² + wᵀEw.

The first term on the right is at least σ²‖w‖² and the second is at least −η‖w‖². Therefore

‖Rw‖² ≥ (σ² − η)‖w‖².

If Rw = 0, this reads 0 ≥ (σ² − η)‖w‖². Since σ² − η is positive, w = 0. A square matrix with trivial kernel is invertible, so Q = XR⁻¹ is well defined and QR = XR⁻¹R = X.

Now take any v and set w = R⁻¹v. Then Rw = v and Qv = Xw, and the first identity gives

‖Qv‖² − ‖v‖² = ‖Xw‖² − ‖Rw‖² = −wᵀEw.

The size of the right-hand side is at most η‖w‖², and the lower bound on R gives ‖w‖² ≤ ‖v‖²/(σ² − η). If n ≥ 1, then η ≥ 0, because 0 ≤ |uᵀEu| ≤ η‖u‖² for some nonzero u. Multiplying by η therefore preserves the inequality:

|‖Qv‖² − ‖v‖²| ≤ η‖w‖² ≤ η‖v‖²/(σ² − η).

For n = 0 the only vector is zero and both sides vanish. For a unit vector v, the statement is |‖Qv‖² − 1| ≤ η/(σ² − η).

### A second pass and a case of equality

Write δ = η/(σ² − η). The lower half of the bound says that

‖Qv‖² ≥ (1 − δ)‖v‖².

This is the condition that X had to satisfy, with 1 − δ in place of σ². Let the second factor S obey SᵀS = QᵀQ + F, with |wᵀFw| ≤ ζ‖w‖² for all w, ζ ≥ 0 and δ + ζ < 1. The same argument, applied to Q, shows that S is invertible and that Q₂ = QS⁻¹ satisfies

|‖Q₂v‖² − ‖v‖²| ≤ ζ‖v‖²/(1 − δ − ζ).

The original matrix is recovered from Q₂(SR) = QS⁻¹SR = QR = X. The first error η now enters only through the denominator.

To see that the first-pass bound is sharp, take 0 ≤ η < σ² and let 1 be the n×n identity. Choose X = σ1, E = −η1 and R = √(σ² − η) 1. Then RᵀR = (σ² − η)1 = XᵀX + E, and both conditions hold with equality. Moreover,

‖Qv‖² − ‖v‖² = (σ²/(σ² − η) − 1)‖v‖² = η‖v‖²/(σ² − η)

for every v. For n ≥ 1, no smaller bound that depends on σ and η alone can hold in general.

### Two columns with a wrong overlap, and a single column

Let X have the columns (1, 1, 0) and (0, 1, 1). The true Gram matrix has diagonal entries 2 and off-diagonal entries 1, so its eigenvalues are 1 and 3, and σ = 1. Suppose that the overlap was computed as 1.2 instead of 1. Then E has zero diagonal and off-diagonal entries 0.2, which gives η = 0.2. The Cholesky factor R has the rows √2 (1, 0.6) and √2 (0, 0.8). The bound for unit vectors is

0.2/(1 − 0.2) = 0.25.

Test it with w = (1, −1). Here Xw = (1, 0, −1), so ‖Xw‖² = 2. The vector v = Rw = √2 (0.4, −0.8) has ‖v‖² = 1.6. Hence ‖Qv‖²/‖v‖² = 2/1.6 = 1.25, and the bound is attained. A second pass with ζ = 0.01 would bring the bound down to 0.01/(1 − 0.25 − 0.01), about 0.0135.

With a single column x of squared length σ² > 0, R is a number r with r² = σ² + e and |e| ≤ η. Then q = x/r has

‖q‖² − 1 = −e/(σ² + e).

The worst case is e = −η: an underestimated length does more harm than an overestimated one. At η = 0 the defect vanishes, and q is a unit vector.

### The Lean file

```lean
import Mathlib

open Matrix

namespace PerturbedCholeskyQR

noncomputable section

variable {m n : Type*} [Fintype m] [Fintype n]

/-- The squared Euclidean norm of a real vector. -/
def sqNorm (v : n → ℝ) : ℝ := v ⬝ᵥ v

/-- The squared Euclidean norm is nonnegative. -/
theorem sqNorm_nonneg (v : n → ℝ) : 0 ≤ sqNorm v :=
  Finset.sum_nonneg fun i _ => mul_self_nonneg (v i)

/-- Scaling a vector by `c` scales its squared norm by `c ^ 2`. -/
theorem sqNorm_smul (c : ℝ) (v : n → ℝ) : sqNorm (c • v) = c ^ 2 * sqNorm v := by
  simp only [sqNorm, smul_dotProduct, dotProduct_smul, smul_eq_mul]
  ring

/-- The squared norm of `A w` is the quadratic form of the Gram matrix `Aᵀ A` at `w`. -/
theorem sqNorm_mulVec (A : Matrix m n ℝ) (w : n → ℝ) :
    sqNorm (A *ᵥ w) = w ⬝ᵥ (Aᵀ * A) *ᵥ w := by
  rw [← Matrix.mulVec_mulVec, Matrix.dotProduct_mulVec, Matrix.vecMul_transpose]
  rfl

/-- If `R` factorizes the Gram matrix of `X` up to an error `E`, then the squared norms of
`R w` and `X w` differ by the quadratic form of `E`. -/
theorem sqNorm_factor {X : Matrix m n ℝ} {R E : Matrix n n ℝ}
    (hR : Rᵀ * R = Xᵀ * X + E) (w : n → ℝ) :
    sqNorm (R *ᵥ w) = sqNorm (X *ᵥ w) + w ⬝ᵥ E *ᵥ w := by
  rw [sqNorm_mulVec, sqNorm_mulVec, hR, Matrix.add_mulVec, dotProduct_add]

/-- If `Rᵀ R = Xᵀ X + E`, and `‖X w‖² ≥ σ² ‖w‖²` and `|wᵀ E w| ≤ η ‖w‖²` for all `w`, then
`‖R w‖² ≥ (σ² - η) ‖w‖²` for all `w`. -/
theorem factor_lower_bound {X : Matrix m n ℝ} {R E : Matrix n n ℝ} {σ η : ℝ}
    (hR : Rᵀ * R = Xᵀ * X + E)
    (hX : ∀ w, σ ^ 2 * sqNorm w ≤ sqNorm (X *ᵥ w))
    (hE : ∀ w, |w ⬝ᵥ E *ᵥ w| ≤ η * sqNorm w) (w : n → ℝ) :
    (σ ^ 2 - η) * sqNorm w ≤ sqNorm (R *ᵥ w) := by
  rw [sqNorm_factor hR]
  have h1 := hX w
  have h2 := (abs_le.1 (hE w)).1
  linarith

/-- Cholesky QR with a perturbed Gram matrix: if `Rᵀ R = Xᵀ X + E`, `‖X w‖² ≥ σ² ‖w‖²` and
`|wᵀ E w| ≤ η ‖w‖²` for all `w`, and `η < σ²`, then `R` is invertible, `Q = X R⁻¹` satisfies
`Q R = X`, and `‖Q v‖²` differs from `‖v‖²` by at most `η ‖v‖² / (σ² - η)`. -/
theorem choleskyQR_perturbed [DecidableEq n] {X : Matrix m n ℝ} {R E : Matrix n n ℝ}
    {σ η : ℝ} (hR : Rᵀ * R = Xᵀ * X + E)
    (hX : ∀ w, σ ^ 2 * sqNorm w ≤ sqNorm (X *ᵥ w))
    (hE : ∀ w, |w ⬝ᵥ E *ᵥ w| ≤ η * sqNorm w) (hη : η < σ ^ 2) :
    IsUnit R.det ∧ X * R⁻¹ * R = X ∧
      ∀ v, |sqNorm ((X * R⁻¹) *ᵥ v) - sqNorm v| ≤ η * sqNorm v / (σ ^ 2 - η) := by
  have hpos : 0 < σ ^ 2 - η := sub_pos.2 hη
  have hlow := factor_lower_bound hR hX hE
  -- a nonzero kernel vector of `R` would violate the lower bound
  have hu : IsUnit R.det := by
    rw [isUnit_iff_ne_zero]
    intro hdet
    obtain ⟨w, hw, h0⟩ := Matrix.exists_mulVec_eq_zero_iff.2 hdet
    have h1 := hlow w
    have hz : sqNorm (0 : n → ℝ) = 0 := by simp [sqNorm]
    rw [h0, hz] at h1
    have h2 : sqNorm w = 0 := by
      have h3 := sqNorm_nonneg w
      nlinarith
    exact hw (dotProduct_self_eq_zero.1 h2)
  refine ⟨hu, ?_, fun v => ?_⟩
  · rw [Matrix.mul_assoc, Matrix.nonsing_inv_mul R hu, Matrix.mul_one]
  -- pass to `w = R⁻¹ v`, for which the defect is minus the quadratic form of `E`
  obtain ⟨w, hw⟩ : ∃ w, w = R⁻¹ *ᵥ v := ⟨_, rfl⟩
  have hRw : R *ᵥ w = v := by
    rw [hw, Matrix.mulVec_mulVec, Matrix.mul_nonsing_inv R hu, Matrix.one_mulVec]
  have hdef : sqNorm ((X * R⁻¹) *ᵥ v) - sqNorm v = -(w ⬝ᵥ E *ᵥ w) := by
    have h1 := sqNorm_factor hR w
    rw [hRw] at h1
    rw [← Matrix.mulVec_mulVec, ← hw, h1]
    ring
  have h1 := hlow w
  rw [hRw] at h1
  have h2 := hE w
  rw [hdef, abs_neg, le_div_iff₀ hpos]
  rcases le_or_gt 0 η with h0 | h0
  · calc |w ⬝ᵥ E *ᵥ w| * (σ ^ 2 - η) ≤ η * sqNorm w * (σ ^ 2 - η) :=
          mul_le_mul_of_nonneg_right h2 hpos.le
      _ = η * ((σ ^ 2 - η) * sqNorm w) := by ring
      _ ≤ η * sqNorm v := mul_le_mul_of_nonneg_left h1 h0
  · -- a negative `η` leaves only the zero vector
    have h3 : sqNorm w = 0 := by
      have h4 := sqNorm_nonneg w
      have h5 := abs_nonneg (w ⬝ᵥ E *ᵥ w)
      nlinarith
    have hw0 : w = 0 := dotProduct_self_eq_zero.1 h3
    have hv0 : v = 0 := by rw [← hRw, hw0, Matrix.mulVec_zero]
    simp [hw0, hv0, sqNorm]

/-- A second pass (CholeskyQR2): let `Rᵀ R = Xᵀ X + E`, with `‖X w‖² ≥ σ² ‖w‖²` and
`|wᵀ E w| ≤ η ‖w‖²` for all `w`, and `η < σ²`. Put `Q = X R⁻¹` and `δ = η / (σ² - η)`. If
`Sᵀ S = Qᵀ Q + F` with `|wᵀ F w| ≤ ζ ‖w‖²` for all `w`, `ζ ≥ 0` and `δ + ζ < 1`, then `S` is
invertible, `Q S⁻¹` times `S R` is `X`, and the defect of `Q S⁻¹` is at most `ζ / (1 - δ - ζ)`
relative to `‖v‖²`. -/
theorem choleskyQR_second_pass [DecidableEq n] {X : Matrix m n ℝ} {R E S F : Matrix n n ℝ}
    {σ η ζ : ℝ} (hR : Rᵀ * R = Xᵀ * X + E)
    (hX : ∀ w, σ ^ 2 * sqNorm w ≤ sqNorm (X *ᵥ w))
    (hE : ∀ w, |w ⬝ᵥ E *ᵥ w| ≤ η * sqNorm w) (hη : η < σ ^ 2)
    (hS : Sᵀ * S = (X * R⁻¹)ᵀ * (X * R⁻¹) + F)
    (hF : ∀ w, |w ⬝ᵥ F *ᵥ w| ≤ ζ * sqNorm w) (hζ : 0 ≤ ζ)
    (hsmall : η / (σ ^ 2 - η) + ζ < 1) :
    IsUnit S.det ∧ X * R⁻¹ * S⁻¹ * (S * R) = X ∧
      ∀ v, |sqNorm ((X * R⁻¹ * S⁻¹) *ᵥ v) - sqNorm v| ≤
        ζ * sqNorm v / (1 - η / (σ ^ 2 - η) - ζ) := by
  obtain ⟨-, hQR, hQ⟩ := choleskyQR_perturbed hR hX hE hη
  have h0 : 0 ≤ 1 - η / (σ ^ 2 - η) := by linarith
  -- the first pass supplies the lower bound on `Q` needed by the second
  have hlow : ∀ w, √(1 - η / (σ ^ 2 - η)) ^ 2 * sqNorm w ≤ sqNorm ((X * R⁻¹) *ᵥ w) := by
    intro w
    have h1 := (abs_le.1 (hQ w)).1
    rw [← div_mul_eq_mul_div] at h1
    rw [Real.sq_sqrt h0]
    linarith
  have hlt : ζ < √(1 - η / (σ ^ 2 - η)) ^ 2 := by
    rw [Real.sq_sqrt h0]
    linarith
  obtain ⟨hu, hQS, hb⟩ := choleskyQR_perturbed hS hlow hF hlt
  rw [Real.sq_sqrt h0] at hb
  refine ⟨hu, ?_, hb⟩
  rw [← Matrix.mul_assoc, hQS, hQR]

/-- The bound is sharp: for `0 ≤ η < σ²` the matrices `X = σ 1`, `E = -η 1` and
`R = √(σ² - η) 1` meet the hypotheses of the perturbed Cholesky QR theorem, and the defect of
`X R⁻¹` equals the bound for every vector. -/
theorem choleskyQR_sharp_witness [DecidableEq n] {σ η : ℝ} (h0 : 0 ≤ η) (hη : η < σ ^ 2) :
    (√(σ ^ 2 - η) • (1 : Matrix n n ℝ))ᵀ * (√(σ ^ 2 - η) • (1 : Matrix n n ℝ)) =
        (σ • (1 : Matrix n n ℝ))ᵀ * (σ • (1 : Matrix n n ℝ)) + (-η) • (1 : Matrix n n ℝ) ∧
      (∀ w, σ ^ 2 * sqNorm w ≤ sqNorm ((σ • (1 : Matrix n n ℝ)) *ᵥ w)) ∧
      (∀ w, |w ⬝ᵥ ((-η) • (1 : Matrix n n ℝ)) *ᵥ w| ≤ η * sqNorm w) ∧
      ∀ v, |sqNorm (((σ • (1 : Matrix n n ℝ)) * (√(σ ^ 2 - η) • (1 : Matrix n n ℝ))⁻¹) *ᵥ v)
        - sqNorm v| = η * sqNorm v / (σ ^ 2 - η) := by
  have hpos : 0 < σ ^ 2 - η := sub_pos.2 hη
  have hρ : √(σ ^ 2 - η) * √(σ ^ 2 - η) = σ ^ 2 - η := Real.mul_self_sqrt hpos.le
  have hρ0 : √(σ ^ 2 - η) ≠ 0 := (Real.sqrt_pos.2 hpos).ne'
  refine ⟨?_, fun w => ?_, fun w => ?_, fun v => ?_⟩
  · simp only [Matrix.transpose_smul, Matrix.transpose_one, Matrix.smul_mul, Matrix.mul_smul,
      Matrix.one_mul, smul_smul]
    rw [hρ, ← add_smul]
    congr 1
    ring
  · rw [Matrix.smul_mulVec, Matrix.one_mulVec, sqNorm_smul]
  · rw [Matrix.smul_mulVec, Matrix.one_mulVec, dotProduct_smul, smul_eq_mul]
    change |-η * sqNorm w| ≤ η * sqNorm w
    rw [neg_mul, abs_neg, abs_of_nonneg (mul_nonneg h0 (sqNorm_nonneg w))]
  · have hinv : (√(σ ^ 2 - η) • (1 : Matrix n n ℝ))⁻¹ = (√(σ ^ 2 - η))⁻¹ • 1 := by
      apply Matrix.inv_eq_right_inv
      rw [Matrix.smul_mul, Matrix.one_mul, smul_smul, mul_inv_cancel₀ hρ0, one_smul]
    rw [hinv, Matrix.smul_mul, Matrix.one_mul, smul_smul, Matrix.smul_mulVec,
      Matrix.one_mulVec, sqNorm_smul, mul_pow, inv_pow, pow_two (√(σ ^ 2 - η)), hρ]
    -- the defect is already nonnegative, so the absolute value drops out
    have hd : (σ ^ 2 - η) * (σ ^ 2 - η)⁻¹ = 1 := mul_inv_cancel₀ hpos.ne'
    have he : σ ^ 2 * (σ ^ 2 - η)⁻¹ * sqNorm v - sqNorm v = η * sqNorm v / (σ ^ 2 - η) := by
      rw [div_eq_mul_inv]
      linear_combination sqNorm v * hd
    rw [he, abs_of_nonneg (div_nonneg (mul_nonneg h0 (sqNorm_nonneg v)) hpos.le)]

end

end PerturbedCholeskyQR
```

```lean
#print axioms PerturbedCholeskyQR.choleskyQR_perturbed
#print axioms PerturbedCholeskyQR.choleskyQR_second_pass
```

```
'PerturbedCholeskyQR.choleskyQR_perturbed' depends on axioms: [propext, Classical.choice, Quot.sound]
'PerturbedCholeskyQR.choleskyQR_second_pass' depends on axioms: [propext, Classical.choice, Quot.sound]
```

### What the theorems say

The index types `m` and `n` are finite, and a vector is a function such as `n → ℝ`. The squared length ‖v‖² is `sqNorm v`, defined as `v ⬝ᵥ v`; `*ᵥ` is matrix times vector, and `ᵀ` is the transpose. The matrix Q has no name of its own and appears as `X * R⁻¹`.

In `choleskyQR_perturbed`, the hypothesis `hR` is the perturbed Gram relation, `hX` is the lower bound on X, `hE` is the bound on the quadratic form of E, and `hη` is η < σ². The conclusion has three parts. `IsUnit R.det` says that the determinant of R is nonzero, which guarantees that `R⁻¹` is the true inverse. The second part is QR = X, and the third is the bound for every v.

R need not be triangular. The Cholesky factor is one admissible choice, and any other square R with the same product RᵀR is covered too. Neither σ nor η has a prescribed sign.

`choleskyQR_second_pass` keeps these hypotheses and adds `hS`, `hF`, `hζ` and `hsmall` for the second factorisation. Its conclusion gives the invertibility of S, the recovery of X from Q₂ and SR, and the bound with ζ in the numerator. `choleskyQR_sharp_witness` states, for the multiples of the identity above, that the Gram relation and both bounds hold and that the defect equals the first-pass bound for every v. It makes no sharpness claim for the second pass.

The sizes η and ζ are assumed and not derived from a floating-point model. Rounding in the triangular solve that produces Q is not included, nor are complex vectors or inner products weighted by an overlap matrix. The existence of R is also a hypothesis: the theorems start from a given factor and do not analyse the algorithm that computes it.

### How the Lean proof runs

`sqNorm_mulVec` rewrites ‖Aw‖² as wᵀAᵀAw. `sqNorm_factor` applies this to R and to X and inserts the Gram relation, which gives the first identity of the derivation. `factor_lower_bound` takes the lower half of the absolute-value bound on wᵀEw and combines it with `hX` by `linarith`.

The main proof establishes invertibility by contradiction. If the determinant were zero, `Matrix.exists_mulVec_eq_zero_iff` would supply a nonzero w with Rw = 0. The lower bound and `sqNorm_nonneg` then force ‖w‖² = 0, hence w = 0.

For the bound, the proof introduces w = R⁻¹v and shows in `hRw` that Rw = v. The step `hdef` is the identity ‖Qv‖² − ‖v‖² = −wᵀEw. After `le_div_iff₀` has cleared the positive denominator, the proof splits on the sign of η. For η ≥ 0, the `calc` block is the chain of inequalities derived above, multiplied through by σ² − η. For η < 0, `hE` forces w = 0 and so v = 0, which settles the case without a separate assumption on n.

The second-pass proof calls the main theorem twice. Since that theorem is stated with σ², the second call uses √(1 − δ) in the place of σ, and `Real.sq_sqrt` turns its square back into 1 − δ. The nonnegativity that this requires follows from `hsmall` and `hζ`.

The sharpness proof checks its four claims in turn. The first three reduce to scalar identities, with `sqNorm_smul` handling the length of a scaled vector. For the last, `hinv` computes the inverse of a multiple of the identity, and `he` is the scalar calculation that turns σ²/(σ² − η) − 1 into η/(σ² − η). This defect is nonnegative, so taking its absolute value changes nothing.
